# Upper bounds on the damping factors of a nonnegative Chebyshev kernel

The kernel polynomial method expands a spectral density in Chebyshev polynomials and multiplies the terms of the truncated series by damping factors. The positivity assumed here is that of the corresponding kernel in the angle variable,
$$K(t) = g_0 + 2\sum_{0<n<N} g_n \cos(nt),$$
with $N$ the number of moments kept and real damping factors $g_n$. The hypothesis is $K(t)\ge 0$ for every real $t$.

## The bound on $g_m$

If $g_0=1$ and $K\ge 0$, then for every $m$ with $0<m<N$
$$|g_m| \le \cos\frac{\pi}{\lfloor (N-1)/m\rfloor+2}.$$
For $N\ge 2$ this gives $|g_1|\le\cos(\pi/(N+1))$, and for $N/2\le m<N$ it gives $|g_m|\le 1/2$. At the smallest size, $N=2$ and $m=1$, it says that $1+2g_1\cos t\ge 0$ forces $|g_1|\le 1/2$.

## Damping arrays in a density-of-states code

For a finite Hamiltonian matrix $H$ of dimension $D$, rescaled so that its spectrum lies in $[-1,1]$, a code computes moments $\mu_n=\mathrm{Tr}\,T_n(H)/D$ of the Chebyshev polynomials $T_n$ and evaluates
$$\rho(x)=\frac{g_0\mu_0+2\sum_{0<n<N} g_n\mu_nT_n(x)}{\pi\sqrt{1-x^2}}.$$
With $x=\cos\varphi$, a level at $\cos\varphi_0$ contributes $\tfrac12[K(\varphi-\varphi_0)+K(\varphi+\varphi_0)]/D$ to the numerator. Thus $K\ge0$ keeps $\rho$ nonnegative for exact moments, and $g_0=1$ conserves the number of states.

The bound serves as an assertion on the damping array: for each $m$ from $1$ to $N-1$, compare $|g_m|$ with the cosine, using integer division for the floor. With $g_0=1$, a violation means that $K$ is negative somewhere; undamped truncation, $g_n=1$, violates it at every $m$. The Jackson factors have $g_1=\cos(\pi/(N+1))$ exactly, so the comparison needs a rounding tolerance. The link to $\rho$ and the Jackson value are background, and no theorem in the file states them.

## A quadrature with nonnegative weights

Take $P$ angles $t_j=\theta+2\pi j/P$, $j=0,\dots,P-1$, with arbitrary offset $\theta$.

1. For an integer $k$ with $0<|k|<P$ set $h=\pi k/P$ and $f_j=\sin(k\theta+(2j-1)h)$. Since $kt_j=k\theta+2jh$, the addition formulas give $2\sin h\cos(kt_j)=f_{j+1}-f_j$. The sum telescopes to $f_P-f_0$, which vanishes because $2Ph=2\pi k$. As $0<|h|<\pi$, $\sin h\neq0$, so $\sum_j\cos(kt_j)=0$.
2. Write $\cos(mt)\cos(nt)=\tfrac12[\cos((n+m)t)+\cos((n-m)t)]$. For $m>0$ and $n+m<P$ the grid sum is $P/2$ if $n=m$ and zero otherwise. Hence $\sum_jK(t_j)=Pg_0$ for $N\le P$, and $\sum_j\cos(mt_j)K(t_j)=Pg_m$ for $0<m<N$ and $N+m\le P$.
3. For an integer $L>0$ write $j=Lq+r$ with $0\le r<L$. Modulo $2\pi$ the angle $(2j+1)\pi/L$ equals $(2r+1)\pi/L$, which lies in $[\pi/L,\,2\pi-\pi/L]$. The cosine decreases on $[0,\pi]$ and is symmetric about $\pi$, so $\cos((2j+1)\pi/L)\le\cos(\pi/L)$.
4. Let $N+m\le mL$, $P=mL$ and $\theta=\pi/(mL)$, so that $mt_j=(2j+1)\pi/L$. Then
$$0\le\sum_j\left[\cos(\pi/L)-\cos(mt_j)\right]K(t_j)=P\left[g_0\cos(\pi/L)-g_m\right].$$
Adding $\pi/m$ to $\theta$ reverses the sign of $\cos(mt_j)$; the weights $\cos(\pi/L)+\cos(mt_j)$ are then nonnegative and bound $-g_m$. Together, $|g_m|\le g_0\cos(\pi/L)$.
5. Write $N-1=mq+r$ with $0\le r\le m-1$. Then $N+m=mq+r+1+m\le m(q+2)$, so $L=q+2=\lfloor(N-1)/m\rfloor+2$ is admissible.

## The Lean file

```lean
import Mathlib

open Real Finset

namespace DampingFactorBounds

noncomputable section

/-- Damped Chebyshev kernel with `N` moments in the angle variable:
`K(t) = g_0 + 2 ∑_{0<n<N} g_n cos(nt)`. -/
def kernel (N : ℕ) (g : ℕ → ℝ) (t : ℝ) : ℝ :=
  g 0 + 2 * ∑ n ∈ Ico 1 N, g n * cos (n * t)

/-- The `j`-th angle `θ + 2πj/P` of a uniform grid of `P` points with offset `θ`. -/
def node (P : ℕ) (θ : ℝ) (j : ℕ) : ℝ := θ + 2 * π * j / P

/-- Damping factors that keep a single mode `m > 0`: `g_0 = 1`, `g_m = 1/2`, all others zero. -/
def singleMode (m n : ℕ) : ℝ := if n = 0 then 1 else if n = m then 1 / 2 else 0

/-- A harmonic `cos(kt)` with `0 < |k| < P` sums to zero over a uniform grid of `P` angles. -/
theorem sum_cos_node (P : ℕ) (k : ℤ) (hk : k ≠ 0) (h1 : -(P : ℤ) < k) (h2 : k < P) (θ : ℝ) :
    ∑ j ∈ range P, cos (k * node P θ j) = 0 := by
  have hP : (0 : ℝ) < P := by
    have : 0 < P := by omega
    exact_mod_cast this
  obtain ⟨h, hh⟩ : ∃ h : ℝ, h = π * k / P := ⟨_, rfl⟩
  have hPh : h * P = π * k := by rw [hh]; field_simp
  have k1 : -(P : ℝ) < k := by exact_mod_cast h1
  have k2 : (k : ℝ) < P := by exact_mod_cast h2
  have hs : sin h ≠ 0 := by
    intro h0
    have lb : -π < h := by
      rw [hh, lt_div_iff₀ hP]; nlinarith [mul_pos pi_pos (sub_pos.2 k1)]
    have ub : h < π := by
      rw [hh, div_lt_iff₀ hP]; nlinarith [mul_pos pi_pos (sub_pos.2 k2)]
    have hz := (sin_eq_zero_iff_of_lt_of_lt lb ub).1 h0
    rw [hz, zero_mul] at hPh
    rcases mul_eq_zero.1 hPh.symm with h' | h'
    · exact pi_ne_zero h'
    · exact hk (by exact_mod_cast h')
  obtain ⟨f, hf⟩ : ∃ f : ℕ → ℝ, ∀ j, f j = sin (k * θ + (2 * (j : ℝ) - 1) * h) :=
    ⟨fun j => sin (k * θ + (2 * (j : ℝ) - 1) * h), fun _ => rfl⟩
  -- each term times `2 sin h` is a difference of sines, so the sum telescopes
  have step : ∀ j : ℕ, 2 * sin h * cos (k * node P θ j) = f (j + 1) - f j := by
    intro j
    have e : k * node P θ j = k * θ + 2 * j * h := by rw [hh]; unfold node; ring
    have a : k * θ + (2 * ((j + 1 : ℕ) : ℝ) - 1) * h = (k * θ + 2 * j * h) + h := by
      push_cast; ring
    have b : k * θ + (2 * (j : ℝ) - 1) * h = (k * θ + 2 * j * h) - h := by ring
    rw [hf (j + 1), hf j, e, a, b, sin_add (k * θ + 2 * j * h) h,
      sin_sub (k * θ + 2 * j * h) h]
    ring
  have t : ∑ j ∈ range P, 2 * sin h * cos (k * node P θ j) = f P - f 0 := by
    rw [← sum_range_sub f P]
    exact sum_congr rfl fun j _ => step j
  have per : f P = f 0 := by
    have e : k * θ + (2 * (P : ℝ) - 1) * h
        = (k * θ + (2 * ((0 : ℕ) : ℝ) - 1) * h) + k * (2 * π) := by
      push_cast; linear_combination 2 * hPh
    rw [hf P, hf 0, e, sin_add_int_mul_two_pi]
  rw [per, sub_self, ← mul_sum] at t
  exact (mul_eq_zero.1 t).resolve_left (mul_ne_zero two_ne_zero hs)

/-- Discrete orthogonality: for `m > 0` and `n + m < P` the grid sum of `cos(mt) cos(nt)` is
`P/2` if `n = m` and zero otherwise. -/
theorem sum_cos_mul_cos (P m n : ℕ) (hm : 0 < m) (hP : n + m < P) (θ : ℝ) :
    ∑ j ∈ range P, cos (m * node P θ j) * cos (n * node P θ j)
      = if n = m then (P : ℝ) / 2 else 0 := by
  have e : ∀ x : ℝ, cos (m * x) * cos (n * x)
      = (cos ((((n : ℤ) + m : ℤ) : ℝ) * x) + cos ((((n : ℤ) - m : ℤ) : ℝ) * x)) / 2 := by
    intro x
    push_cast
    rw [add_mul, sub_mul, cos_add, cos_sub]
    ring
  simp only [e]
  rw [← sum_div, sum_add_distrib,
    sum_cos_node P ((n : ℤ) + m) (by omega) (by omega) (by omega) θ]
  split_ifs with h
  · subst h
    simp
  · rw [sum_cos_node P ((n : ℤ) - m) (by omega) (by omega) (by omega) θ]
    simp

/-- On a grid of `P ≥ N` angles the kernel sums to `P g_0`. -/
theorem sum_kernel (N P : ℕ) (g : ℕ → ℝ) (hP : N ≤ P) (θ : ℝ) :
    ∑ j ∈ range P, kernel N g (node P θ j) = P * g 0 := by
  have h : ∀ n ∈ Ico 1 N, ∑ j ∈ range P, g n * cos (n * node P θ j) = 0 := by
    intro n hn
    rw [mem_Ico] at hn
    have h0 := sum_cos_node P n (by omega) (by omega) (by omega) θ
    simp only [Int.cast_natCast] at h0
    rw [← mul_sum, h0, mul_zero]
  simp only [kernel]
  rw [sum_add_distrib, ← mul_sum, sum_comm, sum_eq_zero h]
  simp

/-- On a grid of `P ≥ N + m` angles, with `0 < m < N`, the sum of `cos(mt) K(t)` is `P g_m`. -/
theorem sum_cos_mul_kernel (N P m : ℕ) (g : ℕ → ℝ) (hm : 0 < m) (hmN : m < N)
    (hP : N + m ≤ P) (θ : ℝ) :
    ∑ j ∈ range P, cos (m * node P θ j) * kernel N g (node P θ j) = P * g m := by
  have e : ∀ t : ℝ, cos (m * t) * kernel N g t
      = g 0 * cos (m * t) + 2 * ∑ n ∈ Ico 1 N, g n * (cos (m * t) * cos (n * t)) := by
    intro t
    simp only [kernel, mul_add, mul_sum]
    exact congrArg₂ (· + ·) (by ring) (sum_congr rfl fun n _ => by ring)
  have h0 := sum_cos_node P m (by omega) (by omega) (by omega) θ
  simp only [Int.cast_natCast] at h0
  have h1 : ∀ n ∈ Ico 1 N, ∑ j ∈ range P, g n * (cos (m * node P θ j) * cos (n * node P θ j))
      = if n = m then g n * ((P : ℝ) / 2) else 0 := by
    intro n hn
    rw [mem_Ico] at hn
    rw [← mul_sum, sum_cos_mul_cos P m n hm (by omega) θ, mul_ite, mul_zero]
  simp only [e]
  rw [sum_add_distrib, ← mul_sum, ← mul_sum, sum_comm, h0, sum_congr rfl h1, sum_ite_eq',
    if_pos (mem_Ico.2 ⟨hm, hmN⟩)]
  ring

/-- The cosine of an odd multiple of `π/L` is at most `cos(π/L)`. -/
theorem cos_odd_le (L j : ℕ) (hL : 0 < L) :
    cos ((2 * (j : ℝ) + 1) * (π / L)) ≤ cos (π / L) := by
  have hL' : (0 : ℝ) < L := by exact_mod_cast hL
  obtain ⟨a, ha⟩ : ∃ a : ℝ, a = π / L := ⟨_, rfl⟩
  have haL : a * L = π := by rw [ha]; field_simp
  have ha0 : 0 ≤ a := by rw [ha]; positivity
  rw [← ha]
  have key : ∀ x : ℝ, a ≤ x → x ≤ 2 * π - a → cos x ≤ cos a := by
    intro x h1 h2
    rcases le_total x π with h | h
    · exact cos_le_cos_of_nonneg_of_le_pi ha0 h h1
    · rw [← cos_two_pi_sub x]
      exact cos_le_cos_of_nonneg_of_le_pi ha0 (by linarith) (by linarith)
  -- reduce `j` modulo `L`
  obtain ⟨q, r, hr, rfl⟩ : ∃ q r, r < L ∧ j = L * q + r :=
    ⟨j / L, j % L, Nat.mod_lt _ hL, (Nat.div_add_mod j L).symm⟩
  have e : (2 * ((L * q + r : ℕ) : ℝ) + 1) * a = (2 * r + 1) * a + q * (2 * π) := by
    push_cast; linear_combination 2 * q * haL
  have hr' : (r : ℝ) + 1 ≤ L := by exact_mod_cast hr
  rw [e, cos_add_nat_mul_two_pi]
  apply key
  · nlinarith [mul_nonneg (Nat.cast_nonneg r : (0 : ℝ) ≤ r) ha0]
  · nlinarith [mul_nonneg (sub_nonneg.2 hr') ha0]

/-- If the kernel is nonnegative, `0 < m < N` and `N + m ≤ mL`, then `|g_m| ≤ g_0 cos(π/L)`. -/
theorem abs_le_of_grid (N m L : ℕ) (g : ℕ → ℝ) (hK : ∀ t, 0 ≤ kernel N g t) (hm : 0 < m)
    (hmN : m < N) (hL : N + m ≤ m * L) : |g m| ≤ g 0 * cos (π / L) := by
  have hL0 : 0 < L := by
    refine Nat.pos_of_ne_zero ?_
    rintro rfl
    rw [mul_zero] at hL
    omega
  have hm' : (0 : ℝ) < m := by exact_mod_cast hm
  have hL' : (0 : ℝ) < L := by exact_mod_cast hL0
  have hP : (0 : ℝ) < (m * L : ℕ) := by push_cast; positivity
  -- sum the kernel against the nonnegative weights `cos(π/L) - s cos(mt)`
  have key : ∀ θ s : ℝ, (∀ j, s * cos (m * node (m * L) θ j) ≤ cos (π / L)) →
      s * g m ≤ g 0 * cos (π / L) := by
    intro θ s hθ
    have h : 0 ≤ ∑ j ∈ range (m * L), (cos (π / L) * kernel N g (node (m * L) θ j)
        - s * (cos (m * node (m * L) θ j) * kernel N g (node (m * L) θ j))) :=
      sum_nonneg fun j _ => by
        nlinarith [mul_nonneg (sub_nonneg.2 (hθ j)) (hK (node (m * L) θ j))]
    rw [sum_sub_distrib, ← mul_sum, ← mul_sum, sum_kernel N _ g (le_of_add_le_left hL),
      sum_cos_mul_kernel N _ m g hm hmN hL] at h
    exact le_of_mul_le_mul_left (by nlinarith) hP
  have up := key (π / (m * L)) 1 fun j => by
    have e : m * node (m * L) (π / (m * L)) j = (2 * (j : ℝ) + 1) * (π / L) := by
      unfold node; push_cast; field_simp; ring
    rw [e, one_mul]
    exact cos_odd_le L j hL0
  -- shifting the grid by `π/m` reverses the sign of `cos(mt)`
  have low := key (π / (m * L) + π / m) (-1) fun j => by
    have e : m * node (m * L) (π / (m * L) + π / m) j = (2 * (j : ℝ) + 1) * (π / L) + π := by
      unfold node; push_cast; field_simp; ring
    rw [e, cos_add_pi]
    linarith [cos_odd_le L j hL0]
  exact abs_le.2 ⟨by linarith, by linarith⟩

/-- If `1 + 2 ∑_{0<n<N} g_n cos(nt)` is nonnegative for all `t`, then
`|g_m| ≤ cos(π / (⌊(N-1)/m⌋ + 2))` for every `0 < m < N`. -/
theorem damping_factor_bound (N m : ℕ) (g : ℕ → ℝ) (h0 : g 0 = 1)
    (hK : ∀ t, 0 ≤ kernel N g t) (hm : 0 < m) (hmN : m < N) :
    |g m| ≤ cos (π / (((N - 1) / m : ℕ) + 2)) := by
  have hL : N + m ≤ m * ((N - 1) / m + 2) := by
    have h1 := Nat.div_add_mod (N - 1) m
    have h2 := Nat.mod_lt (N - 1) hm
    have h3 : N - 1 + 1 = N := by omega
    rw [mul_add]
    omega
  simpa only [Nat.cast_add, Nat.cast_ofNat, h0, one_mul] using
    abs_le_of_grid N m _ g hK hm hmN hL

/-- For a nonnegative kernel with `g_0 = 1` and `N ≥ 2`, the first damping factor obeys
`|g_1| ≤ cos(π/(N+1))`. -/
theorem first_factor_bound (N : ℕ) (g : ℕ → ℝ) (h0 : g 0 = 1) (hK : ∀ t, 0 ≤ kernel N g t)
    (hN : 2 ≤ N) : |g 1| ≤ cos (π / (N + 1)) := by
  simpa only [Nat.cast_add, Nat.cast_one, h0, one_mul] using
    abs_le_of_grid N 1 (N + 1) g hK one_pos (by omega) (by omega)

/-- For a nonnegative kernel with `g_0 = 1`, the factors with `m < N ≤ 2m` obey `|g_m| ≤ 1/2`. -/
theorem upper_half_bound (N m : ℕ) (g : ℕ → ℝ) (h0 : g 0 = 1) (hK : ∀ t, 0 ≤ kernel N g t)
    (hmN : m < N) (hN : N ≤ 2 * m) : |g m| ≤ 1 / 2 := by
  simpa only [Nat.cast_ofNat, cos_pi_div_three, h0, one_mul] using
    abs_le_of_grid N m 3 g hK (by omega) hmN (by omega)

/-- For `0 < m < N` the single-mode factors have `g_0 = 1`, a nonnegative kernel and
`g_m = 1/2`. -/
theorem singleMode_witness (N m : ℕ) (hm : 0 < m) (hmN : m < N) :
    singleMode m 0 = 1 ∧ (∀ t, 0 ≤ kernel N (singleMode m) t) ∧ singleMode m m = 1 / 2 := by
  have h0 : singleMode m 0 = 1 := by simp [singleMode]
  refine ⟨h0, fun t => ?_, by simp [singleMode, hm.ne']⟩
  have h : ∀ n ∈ Ico 1 N, singleMode m n * cos (n * t)
      = if n = m then 1 / 2 * cos (n * t) else 0 := by
    intro n hn
    rw [mem_Ico] at hn
    have hn0 : n ≠ 0 := by omega
    rw [singleMode, if_neg hn0, ite_mul, zero_mul]
  rw [kernel, sum_congr rfl h, sum_ite_eq', if_pos (mem_Ico.2 ⟨hm, hmN⟩), h0]
  linarith [neg_one_le_cos (m * t)]

end

end DampingFactorBounds
```

```lean
#print axioms DampingFactorBounds.damping_factor_bound
#print axioms DampingFactorBounds.first_factor_bound
#print axioms DampingFactorBounds.upper_half_bound
```

```
'DampingFactorBounds.damping_factor_bound' depends on axioms: [propext, Classical.choice, Quot.sound]
'DampingFactorBounds.first_factor_bound' depends on axioms: [propext, Classical.choice, Quot.sound]
'DampingFactorBounds.upper_half_bound' depends on axioms: [propext, Classical.choice, Quot.sound]
```

## From `kernel` to the inequality, and the limits of the claim

The definition `kernel N g t` is $K(t)$, with `g : ℕ → ℝ`; the sum runs over `Ico 1 N`, so entries with $n\ge N$ never enter, and $N$ counts the moments $\mu_0,\dots,\mu_{N-1}$. The angle $t_j$ is `node P θ j`. In `damping_factor_bound`, `h0` is the normalisation, `hK` is positivity, and `(N - 1) / m` is division of natural numbers, which is the floor.

Step 1 is `sum_cos_node`: `hs` shows $\sin h\ne0$, `step` is the difference of sines, `sum_range_sub` telescopes, and `per` is $f_P=f_0$. Step 2 consists of `sum_cos_mul_cos`, `sum_kernel` and `sum_cos_mul_kernel`; the last two exchange the sums over $j$ and $n$ with `sum_comm`. In `cos_odd_le`, step 3, `key` treats the interval in two halves after $j$ is reduced modulo $L$. Step 4 is `abs_le_of_grid`, stated for general $g_0$. Its `key` carries a factor `s` in the weight $\cos(\pi/L)-s\cos(mt_j)$; `up` uses $s=1$, and `low` uses $s=-1$ on the shifted grid. The theorems `damping_factor_bound`, `first_factor_bound` and `upper_half_bound` insert $L=\lfloor(N-1)/m\rfloor+2$, $L=N+1$ with $m=1$, and $L=3$.

The inequality is a necessary condition for positivity: for $N\ge3$ an array can satisfy it at every $m$ and still have a kernel with negative values, for example $g_0=1$, $g_1=g_2=1/2$ with all other factors zero, where $K(t)=\cos t\,(1+2\cos t)<0$ for $-1/2<\cos t<0$. For $N=2$ the bound $|g_1|\le1/2$ is also sufficient. Positivity is assumed, not derived for any named kernel family. Attainment is shown only for the value $1/2$: `singleMode_witness` proves that $g_0=1$, $g_m=1/2$ with all other factors zero has the nonnegative kernel $1+\cos(mt)$, which meets the bound when $N\le 2m$. Sharpness for smaller $m$ is not proved. No Hamiltonian, moment or weight $1/\sqrt{1-x^2}$ appears in the statements, and the arithmetic is exact, so rounding, which can make a computed $\rho$ slightly negative where it is close to zero even when $K\ge0$, is not covered. Stochastic trace estimates are not covered either; when the same random vectors $|r\rangle$ are used for every moment, the estimates $\langle r|T_n(H)|r\rangle$ are moments of a nonnegative measure, so $K\ge0$ still gives $\rho\ge0$.
